# For positive parameters, the D4 charge factor falls strictly as a positive effective charge grows, between two finite limits

In a D4 dispersion calculation, atomic partial charges are computed first. Each tabulated reference polarizability is then multiplied by a charge-dependent factor before the C6 coefficients are assembled. With effective charge z, reference charge z0, height parameter a and steepness b, the factor is

ζ(z) = exp(a(1 − exp(b(1 − z0/z)))).

The effective charge is an effective nuclear charge plus the atom's partial charge, so losing electrons raises z. If a, b and z0 are positive, ζ decreases strictly on z > 0, equals 1 at z = z0, and takes exactly the values strictly between exp(a(1 − exp b)) and exp(a). In this one-variable model with fixed parameters, a poor partial charge can therefore rescale a reference polarizability only within known limits, as long as z stays positive. The limits can be far apart, so this alone does not make the error small.

In Lean 4 with Mathlib:

```lean
import Mathlib

open Filter Topology Set

namespace D4ChargeScaling

noncomputable section

/-- The D4 charge-scaling factor at effective charge `z ≠ 0`, with reference charge `z0`,
height parameter `a` and steepness `b`. -/
def zeta (a b z0 z : ℝ) : ℝ :=
  Real.exp (a * (1 - Real.exp (b * (1 - z0 / z))))
```

`zeta a b z0 z` is ζ(z), with all four quantities real numbers. The case of interest is z > 0. At negative z the definition merely continues the formula, and a D4 program may set the factor differently there.

## Positive charges: z > 0 and z0 > 0

Except for the limit as z → ∞ and the slope at z = z0, the theorems below assume that the atom and its reference system both have a positive effective charge. This is the usual case, but an isolated hydride ion, with effective nuclear charge 1 and partial charge −1, has z = 0 and is excluded. By hand, positivity gives the first step of the monotonicity argument. For 0 < x < y,

z0/y < z0/x, and so b(1 − z0/x) < b(1 − z0/y), since b > 0.

The exponential preserves this order. Subtracting from 1 reverses it, and multiplying by a > 0 and taking the outer exponential keep it reversed. Hence ζ(y) < ζ(x).

```lean
/-- For positive parameters, the scaling factor strictly decreases as the positive effective
charge grows. -/
theorem zeta_strictAntiOn {a b z0 : ℝ} (ha : 0 < a) (hb : 0 < b) (hz0 : 0 < z0) :
    StrictAntiOn (zeta a b z0) (Ioi 0) := by
  intro x hx y hy hxy
  have hx' : 0 < x := hx
  have h1 : z0 / y < z0 / x := div_lt_div_of_pos_left hz0 hx' hxy
  have h2 : b * (1 - z0 / x) < b * (1 - z0 / y) :=
    mul_lt_mul_of_pos_left (by linarith) hb
  have h3 := Real.exp_lt_exp.mpr h2
  unfold zeta
  exact Real.exp_lt_exp.mpr (mul_lt_mul_of_pos_left (by linarith) ha)
```

`StrictAntiOn (zeta a b z0) (Ioi 0)` says "strictly decreasing on the open half-line z > 0". In the proof, `h1` compares the ratios, `h2` brings in b, `h3` applies the inner exponential, and the last line brings in a.

With a and b still positive, z0 = 0 makes the factor constant on z > 0, and z0 < 0 makes it increase there. If instead z0 > 0 and the same formula is continued to z < 0, then z0/z is negative and ζ(z) lies below exp(a(1 − exp b)). Both the lower bound and the decrease across the whole set of nonzero charges then fail.

## Positive steepness: b > 0

The steepness sets how sharply the polarizability responds to charge; in D4 it is proportional to the element's chemical hardness. By hand, it gives the bounds. Since z0/z > 0,

0 < exp(b(1 − z0/z)) < exp(b),

and inserting this into the outer expression gives exp(a(1 − exp b)) < ζ(z) < exp(a).

```lean
/-- For positive parameters and positive effective charge, the scaling factor lies strictly
between `exp (a (1 - exp b))` and `exp a`. -/
theorem zeta_mem_Ioo {a b z0 z : ℝ} (ha : 0 < a) (hb : 0 < b) (hz0 : 0 < z0) (hz : 0 < z) :
    zeta a b z0 z ∈ Ioo (Real.exp (a * (1 - Real.exp b))) (Real.exp a) := by
  have h1 : 0 < z0 / z := div_pos hz0 hz
  have h2 : b * (1 - z0 / z) < b := by nlinarith [mul_pos hb h1]
  have h3 := Real.exp_lt_exp.mpr h2
  unfold zeta
  constructor
  · exact Real.exp_lt_exp.mpr (mul_lt_mul_of_pos_left (by linarith) ha)
  · exact Real.exp_lt_exp.mpr
      (by nlinarith [mul_pos ha (Real.exp_pos (b * (1 - z0 / z)))])
```

Here `Ioo` is the open interval, and `h2` is the step that uses b > 0.

The sign of b also decides the limit at small charge. As z → 0 from above, z0/z → ∞, so b(1 − z0/z) → −∞, the inner exponential vanishes and ζ → exp(a).

```lean
/-- For positive `b` and `z0`, the scaling factor tends to `exp a` as the effective charge
tends to zero from above. -/
theorem zeta_tendsto_zero (a : ℝ) {b z0 : ℝ} (hb : 0 < b) (hz0 : 0 < z0) :
    Tendsto (zeta a b z0) (𝓝[>] 0) (𝓝 (Real.exp a)) := by
  have h1 : Tendsto (fun z : ℝ => z0 / z) (𝓝[>] 0) atTop := by
    simp only [div_eq_mul_inv]
    exact Tendsto.const_mul_atTop hz0 tendsto_inv_nhdsGT_zero
  -- the inner exponent runs to minus infinity
  have h2 : Tendsto (fun z : ℝ => b * (1 - z0 / z)) (𝓝[>] 0) atBot := by
    simp only [sub_eq_add_neg]
    exact Tendsto.const_mul_atBot hb
      (tendsto_atBot_add_const_left _ 1 (tendsto_neg_atTop_atBot.comp h1))
  have h3 := Real.tendsto_exp_atBot.comp h2
  have key : Continuous (fun t : ℝ => Real.exp (a * (1 - t))) := by fun_prop
  have h4 := (key.tendsto 0).comp h3
  simp only [sub_zero, mul_one] at h4
  exact h4
```

The filter `𝓝[>] 0` expresses the approach from above. The proof follows the same chain through `h1`, `h2` and `h3`, then uses continuity of t ↦ exp(a(1 − t)) at t = 0.

As z → ∞, z0/z → 0 and continuity gives exp(a(1 − exp b)). This limit needs no sign condition on any parameter.

```lean
/-- The scaling factor tends to `exp (a (1 - exp b))` as the effective charge tends to
infinity. -/
theorem zeta_tendsto_atTop (a b z0 : ℝ) :
    Tendsto (zeta a b z0) atTop (𝓝 (Real.exp (a * (1 - Real.exp b)))) := by
  have h1 : Tendsto (fun z : ℝ => z0 / z) atTop (𝓝 0) :=
    tendsto_const_nhds.div_atTop tendsto_id
  have key : Continuous (fun t : ℝ => Real.exp (a * (1 - Real.exp (b * (1 - t))))) := by
    fun_prop
  have h2 := (key.tendsto 0).comp h1
  simp only [sub_zero, mul_one] at h2
  exact h2
```

With a and z0 positive, b = 0 gives ζ = 1 for every z > 0. A negative b makes ζ increase with z, and its limit at z → 0 from above becomes 0 instead of exp(a).

## Positive height: a > 0

The height parameter fixes the greatest possible enhancement, exp(a), approached as the effective charge vanishes. Besides the outer step above, its sign enters when the formula is inverted. At z = z0 the inner exponential is 1, so ζ(z0) = exp(0) = 1. Now take any y strictly between the two limits and set

s = 1 − ln(y)/a,
d = 1 − ln(s)/b,
z = z0/d.

Because a > 0, the bounds on y become 0 < s < exp(b). Then ln(s) < b, so d > 0 and z > 0. Substituting back, b(1 − z0/z) = ln(s) and a(1 − s) = ln(y), so ζ(z) = y.

```lean
/-- For positive parameters, the D4 factor is strictly decreasing on positive charges, equals
one at the reference charge, has the two stated limits, and takes exactly the values strictly
between them. -/
theorem zeta_main {a b z0 : ℝ} (ha : 0 < a) (hb : 0 < b) (hz0 : 0 < z0) :
    StrictAntiOn (zeta a b z0) (Ioi 0) ∧ zeta a b z0 z0 = 1 ∧
    Tendsto (zeta a b z0) (𝓝[>] 0) (𝓝 (Real.exp a)) ∧
    Tendsto (zeta a b z0) atTop (𝓝 (Real.exp (a * (1 - Real.exp b)))) ∧
    zeta a b z0 '' Ioi 0 = Ioo (Real.exp (a * (1 - Real.exp b))) (Real.exp a) := by
  refine ⟨zeta_strictAntiOn ha hb hz0, ?_, zeta_tendsto_zero a hb hz0,
    zeta_tendsto_atTop a b z0, ?_⟩
  · simp [zeta, div_self hz0.ne']
  apply Subset.antisymm
  · rintro y ⟨z, hz, rfl⟩
    exact zeta_mem_Ioo ha hb hz0 hz
  · intro y hy
    have hy0 : 0 < y := (Real.exp_pos _).trans hy.1
    have l1 := (Real.lt_log_iff_exp_lt hy0).mpr hy.1
    have l2 := (Real.log_lt_iff_lt_exp hy0).mpr hy.2
    -- invert the outer exponential, then the inner one
    obtain ⟨s, hs⟩ : ∃ s, s = 1 - Real.log y / a := ⟨_, rfl⟩
    have m1 : Real.log y / a < 1 := (div_lt_one ha).mpr l2
    have m2 : 1 - Real.exp b < Real.log y / a := (lt_div_iff₀ ha).mpr (by linarith)
    have s0 : 0 < s := by linarith
    have s1 : Real.log s < b := (Real.log_lt_iff_lt_exp s0).mpr (by linarith)
    have d0 : 0 < 1 - Real.log s / b := by
      have := (div_lt_one hb).mpr s1
      linarith
    have e1 : ∀ d : ℝ, 0 < d → z0 / (z0 / d) = d := by
      intro d hd
      field_simp
    have e2 : b * (1 - (1 - Real.log s / b)) = Real.log s := by
      rw [sub_sub_cancel]
      field_simp
    have e3 : a * (1 - s) = Real.log y := by
      rw [hs, sub_sub_cancel]
      field_simp
    refine ⟨z0 / (1 - Real.log s / b), div_pos hz0 d0, ?_⟩
    unfold zeta
    rw [e1 _ d0, e2, Real.exp_log s0, e3, Real.exp_log hy0]
```

The last clause, with the image `zeta a b z0 '' Ioi 0`, states that the set of values is the whole open interval: the bounds are sharp and never attained. One inclusion is `zeta_mem_Ioo`. The other is the inversion, where `m1` and `m2` bound ln(y)/a, `s0` and `d0` secure the positive quantities, and `e1`, `e2`, `e3` carry out the substitution.

With b and z0 positive, a = 0 leaves ζ = 1 everywhere on z > 0, and a < 0 makes it increase there.

## A nonzero reference charge suffices for the slope

The linear response at the reference charge needs only z0 ≠ 0. At z = z0 the derivative of z0/z is −1/z0, so that of b(1 − z0/z) is b/z0. Both exponentials equal 1 there, and the chain rule gives

ζ′(z0) = −ab/z0.

```lean
/-- At a nonzero reference charge, the scaling factor has slope `-a b / z0` with respect to the
effective charge. -/
theorem zeta_slope_at_reference (a b : ℝ) {z0 : ℝ} (h : z0 ≠ 0) :
    HasDerivAt (zeta a b z0) (-(a * b / z0)) z0 := by
  have h1 : HasDerivAt (fun z : ℝ => z0 / z) (-(1 / z0)) z0 := by
    simp only [div_eq_mul_inv]
    exact ((hasDerivAt_inv h).const_mul z0).congr_deriv (by field_simp)
  have h2 := ((((h1.const_sub 1).const_mul b).exp.const_sub 1).const_mul a).exp
  refine h2.congr_deriv ?_
  simp only [div_self h, sub_self, mul_zero, Real.exp_zero]
  ring
```

`HasDerivAt` states that the derivative exists and has this value. In the proof, `h1` differentiates the ratio and `h2` applies the chain rule.

For a numerical instance, take a = 1, b = ln 2 and z0 = 4, so that ζ(z) = exp(1 − 2^(1 − 4/z)):

ζ(2) = exp(1/2) ≈ 1.649
ζ(4) = 1
ζ(8) = exp(1 − √2) ≈ 0.661

The limits are exp(1) ≈ 2.718 and exp(−1) ≈ 0.368. The slope at z = 4 is −(ln 2)/4 ≈ −0.173, so the linear estimate at z = 5 is 0.827, against an actual value of about 0.862.

## Nonnegative reference weights and positive reference polarizabilities

D4 describes an atom as a mixture of reference systems r. Their weights W r measure how closely each resembles the atom's surroundings, and α r is the reference polarizability at one imaginary frequency. The model polarizability is

α(z) = Σ_r W r · α r · ζ_r(z),

where ζ_r uses the reference charge zr r, and a and b are common to all references.

```lean
variable {ι κ : Type*} [Fintype ι] [Fintype κ]

/-- The D4 atomic polarizability at one imaginary frequency and effective charge `z ≠ 0`: reference
values `α r` with weights `W r`, each scaled from its own reference charge `zr r`. -/
def polarizability (a b : ℝ) (W zr α : ι → ℝ) (z : ℝ) : ℝ :=
  ∑ r, W r * α r * zeta a b (zr r) z
```

The pair coefficient is the Casimir–Polder integral over imaginary frequency, replaced by a finite quadrature with points k and weights g k:

C6 = (3/π) Σ_k g k · αA k · αB k.

```lean
/-- The Casimir-Polder coefficient of two atoms, with the integral over imaginary frequency
replaced by a quadrature with weights `g`. -/
def c6 (g αA αB : κ → ℝ) : ℝ :=
  3 / Real.pi * ∑ k, g k * αA k * αB k
```

Each ζ_r decreases strictly if zr r > 0. Nonnegative weights keep every term from rising, and one positive weight makes at least one term fall.

```lean
/-- The polarizability strictly decreases with positive effective charge if `a`, `b`, the reference
charges and the reference polarizabilities are positive and the weights are nonnegative, not all
zero. -/
theorem polarizability_strictAntiOn {a b : ℝ} (ha : 0 < a) (hb : 0 < b) {W zr α : ι → ℝ}
    (hW : ∀ r, 0 ≤ W r) (hW' : ∃ r, 0 < W r) (hzr : ∀ r, 0 < zr r) (hα : ∀ r, 0 < α r) :
    StrictAntiOn (polarizability a b W zr α) (Ioi 0) := by
  intro x hx y hy hxy
  have hlt := fun r => zeta_strictAntiOn ha hb (hzr r) hx hy hxy
  obtain ⟨r, hr⟩ := hW'
  unfold polarizability
  exact Finset.sum_lt_sum
    (fun i _ => mul_le_mul_of_nonneg_left (hlt i).le (mul_nonneg (hW i) (hα i).le))
    ⟨r, Finset.mem_univ r, mul_lt_mul_of_pos_left (hlt r) (mul_pos hr (hα r))⟩
```

`hW` and `hα` give the termwise inequality, and `hW'` supplies the strict one that `Finset.sum_lt_sum` requires. If every product W r · α r were zero, the polarizability would vanish at all charges; if none were positive and some were negative, it would increase with z.

## Positive quadrature weights and a polarizable partner

Here g k > 0 is a property of the chosen quadrature, and αB k > 0 says that the partner responds at every sampled frequency. By hand, these multiply the decrease at each k by a positive number, and summing over at least one k preserves it.

```lean
/-- Raising an atom's positive effective charge strictly lowers its C6 coefficient with a partner of
positive polarizability, for a nonempty quadrature with positive weights, positive `a` and `b`, and
reference data as in `polarizability_strictAntiOn`. -/
theorem c6_strictAntiOn [Nonempty κ] {a b : ℝ} (ha : 0 < a) (hb : 0 < b)
    {W zr : ι → ℝ} {α : κ → ι → ℝ} {g αB : κ → ℝ}
    (hW : ∀ r, 0 ≤ W r) (hW' : ∃ r, 0 < W r) (hzr : ∀ r, 0 < zr r)
    (hα : ∀ k r, 0 < α k r) (hg : ∀ k, 0 < g k) (hB : ∀ k, 0 < αB k) :
    StrictAntiOn (fun z => c6 g (fun k => polarizability a b W zr (α k) z) αB) (Ioi 0) := by
  intro x hx y hy hxy
  -- every frequency contributes less at the larger charge
  have hlt := fun k => polarizability_strictAntiOn ha hb hW hW' hzr (hα k) hx hy hxy
  have hpi : 0 < 3 / Real.pi := div_pos (by norm_num) Real.pi_pos
  simp only [c6]
  refine mul_lt_mul_of_pos_left ?_ hpi
  exact Finset.sum_lt_sum_of_nonempty Finset.univ_nonempty
    (fun k _ => mul_lt_mul_of_pos_right (mul_lt_mul_of_pos_left (hlt k) (hg k)) (hB k))

end

end D4ChargeScaling
```

`hlt` applies the previous theorem at each frequency, `hg` and `hB` carry the inequality through the products, and `Nonempty κ` provides a quadrature point. If every product g k · αB k were zero, C6 would vanish and could not decrease.

This is the sense in which electron loss lowers the C6 coefficient in this model: one atom's charge changes while the reference weights and the partner's polarizability stay fixed. In a molecule the lost electrons may settle on the partner, and a change of geometry alters the weights. Damping and many-body terms do not enter.

The same termwise comparison, applied to the bounds on ζ, gives a neighbouring estimate. Let C0 be the C6 coefficient obtained by setting every ζ_r of the first atom to 1. Under the hypotheses of the last theorem, for z > 0,

exp(a(1 − exp b)) · C0 < C6(z) < exp(a) · C0.

This estimate is argued here by hand and has no theorem in the file.

```lean
#print axioms D4ChargeScaling.zeta_strictAntiOn
#print axioms D4ChargeScaling.zeta_main
#print axioms D4ChargeScaling.zeta_slope_at_reference
#print axioms D4ChargeScaling.c6_strictAntiOn
```

```
'D4ChargeScaling.zeta_strictAntiOn' depends on axioms: [propext, Classical.choice, Quot.sound]
'D4ChargeScaling.zeta_main' depends on axioms: [propext, Classical.choice, Quot.sound]
'D4ChargeScaling.zeta_slope_at_reference' depends on axioms: [propext, Classical.choice, Quot.sound]
'D4ChargeScaling.c6_strictAntiOn' depends on axioms: [propext, Classical.choice, Quot.sound]
```
